# In a Slater–Jastrow function of N electrons, adding f(x) + f(y) to the correlator is the same as multiplying every orbital by exp((N−1)f)

## Does a one-body term in my correlator add anything?

Take $N$ electrons with coordinates $x_0,\dots,x_{N-1}$, a real symmetric correlator $u(x,y)$, orbitals $\varphi_0,\dots,\varphi_{N-1}$, and the trial function

$$\Psi(x_0,\dots,x_{N-1})=\exp\Big(\sum_{i<j}u(x_i,x_j)\Big)\,\det[\varphi_i(x_j)].$$

My repulsive $u$ pushes density outwards, so I replaced it by $u(x,y)+f(x)+f(y)$ and tuned $f$ to pull the density back. Now I also want to optimise the orbitals, and I suspect that $f$ and the orbitals are doing the same job. But $f$ sits inside a sum over pairs, which looks like correlation. Is it really just a change of orbitals, and if so, by what factor? Can I remove the ambiguity from $u$, and could two correlators be equivalent in some less obvious way?

## It is a change of orbitals, and the factor counts partners

Your suspicion is right: $f$ can be absorbed completely by replacing each $\varphi_i$ with $e^{(N-1)f}\varphi_i$. The exponent is $N-1$ because each electron has that many partners.

### Counting pairs and scaling columns

Write $P_N[u](x)=\sum_{i<j}u(x_i,x_j)$ for the pair sum. For $n+1$ electrons, separate the pairs that contain electron $0$:

$$P_{n+1}[u](x_0,\dots,x_n)=\sum_{j=0}^{n-1}u(x_0,x_{j+1})+P_n[u](x_1,\dots,x_n).$$

The claim is that

$$P_N[u+f+f](x)=P_N[u](x)+(N-1)\sum_i f(x_i),$$

where $u+f+f$ is short for $u(x,y)+f(x)+f(y)$. For $N=0$ both sides are zero. Suppose that it holds for $n$ electrons. In the split above, the pairs with electron $0$ contribute the extra amount $n f(x_0)+\sum_j f(x_{j+1})$, and the remaining electrons contribute $(n-1)\sum_j f(x_{j+1})$. Together this is $n f(x_0)+n\sum_j f(x_{j+1})$, which is the claim for $N=n+1$.

Now give all orbitals a common factor $e^{g}$. The matrix entry $\varphi_i(x_j)$ becomes $e^{g(x_j)}\varphi_i(x_j)$. The factor depends on the column $j$ only, so it comes out of the determinant:

$$\det[e^{g(x_j)}\varphi_i(x_j)]=e^{\sum_j g(x_j)}\det[\varphi_i(x_j)].$$

With $g=(N-1)f$ this is exactly the factor that $f$ produced in the pair sum, so the two wavefunctions agree at every configuration.

The smallest case with a pair is $N=2$. There the exponent is $u(x_0,x_1)+f(x_0)+f(x_1)$, and each orbital simply acquires $e^{f}$. For $N=1$ there are no pairs, $f$ never enters, and the orbital factor is $e^{0}=1$.

**From orbitals to correlator.** For $N\ge 2$, choose $f=g/(N-1)$. A common orbital factor $e^{g}$ then becomes the correlator term $(g(x)+g(y))/(N-1)$. This fails for $N=1$, where no correlator can imitate a change of the single orbital.

**Fixing the ambiguity.** Choose a reference point $r$ and set

$$\bar u(x,y)=u(x,y)-u(x,r)-u(y,r)+u(r,r).$$

Then $\bar u(x,r)=0$, and $\bar u(r,y)=u(r,y)-u(y,r)=0$ by symmetry. The subtracted part is $f(x)+f(y)$ with $f(x)=u(x,r)-u(r,r)/2$, so $\Psi$ is unchanged if the orbitals take up $e^{(N-1)f}$.

**When two correlators differ by a common orbital factor.** Suppose that the Jastrow factors of $v$ and $u$ differ by $e^{\sum_i g(x_i)}$ at all configurations, with $N=m+1\ge 2$. Put $w=v-u$ and take logarithms, which gives $P_N[w](x)=\sum_i g(x_i)$. With all electrons at $b$,

$$\frac{(m+1)m}{2}\,w(b,b)=(m+1)\,g(b),\qquad\text{so}\qquad m\,w(b,b)=2g(b).$$

Move electron $0$ to $a$:

$$m\,w(a,b)+\frac{m(m-1)}{2}\,w(b,b)=g(a)+m\,g(b).$$

The second term on the left equals $(m-1)g(b)$, which leaves $m\,w(a,b)=g(a)+g(b)$. Hence $v(a,b)=u(a,b)+(g(a)+g(b))/(N-1)$. Conversely, a difference of this form produces the factor $e^{\sum_i g(x_i)}$ by the pair count. So no other change of correlator multiplies the Jastrow factor by a product of this form at all configurations. In $\Psi$ itself the values $u(b,b)$ have no effect, because the determinant vanishes when two coordinates coincide. If the orbitals may change individually, less obvious equivalences do exist. For two electrons of equal spin on a line, the orbitals $e^{-x^2}$ and $(x+x^3)e^{-x^2}$ with $u=0$ give the same $\Psi$ as $e^{-x^2}$ and $x\,e^{-x^2}$ with $u(x,y)=\ln(1+x^2+xy+y^2)$, which is not a sum of one-body terms.

Here are the definitions and proofs in Lean 4 with Mathlib.

```lean
import Mathlib

open Finset

namespace JastrowRedundancy

noncomputable section

variable {X : Type*} {N : ℕ}

/-- The sum of the correlator `u` over all electron pairs `i < j`. -/
def pairSum (u : X → X → ℝ) (x : Fin N → X) : ℝ :=
  ∑ i, ∑ j, if i < j then u (x i) (x j) else 0

/-- The Slater determinant `det[φ_i(x_j)]`, without normalisation. -/
def slater (φ : Fin N → X → ℂ) (x : Fin N → X) : ℂ :=
  Matrix.det (Matrix.of fun i j => φ i (x j))

/-- The Slater–Jastrow wavefunction: the exponential of the pair sum times the determinant. -/
def slaterJastrow (u : X → X → ℝ) (φ : Fin N → X → ℂ) (x : Fin N → X) : ℂ :=
  (Real.exp (pairSum u x) : ℂ) * slater φ x

/-- The orbitals `exp(g) φ_i`, all multiplied by the same positive function. -/
def dress (g : X → ℝ) (φ : Fin N → X → ℂ) : Fin N → X → ℂ :=
  fun i a => (Real.exp (g a) : ℂ) * φ i a

/-- The correlator `u(x,y)` with `u(x,r)` and `u(y,r)` subtracted and the constant `u(r,r)` added,
for a reference point `r`. -/
def pinned (u : X → X → ℝ) (r : X) : X → X → ℝ :=
  fun a b => u a b - u a r - u b r + u r r

/-- The pair sum splits into the pairs containing the first electron and the pairs among
the others. -/
theorem pairSum_succ {n : ℕ} (u : X → X → ℝ) (x : Fin (n + 1) → X) :
    pairSum u x = ∑ j : Fin n, u (x 0) (x j.succ) + pairSum u (fun j : Fin n => x j.succ) := by
  simp [pairSum, Fin.sum_univ_succ]

/-- Adding `f(x) + f(y)` to the correlator adds `(N-1) ∑ f(x_i)` to the pair sum: each
electron belongs to `N-1` pairs. -/
theorem pairSum_shift (u : X → X → ℝ) (f : X → ℝ) (x : Fin N → X) :
    pairSum (fun a b => u a b + f a + f b) x
      = pairSum u x + ((N : ℝ) - 1) * ∑ i, f (x i) := by
  induction N with
  | zero => simp [pairSum]
  | succ n ih =>
    -- split off the first electron on both sides
    rw [pairSum_succ, pairSum_succ, ih, Fin.sum_univ_succ (fun i => f (x i))]
    simp only [sum_add_distrib, sum_const, card_univ, Fintype.card_fin, nsmul_eq_mul]
    push_cast
    ring

/-- With all `N` electrons at the same point `b`, the pair sum is `N(N-1)/2` times `w(b,b)`. -/
theorem pairSum_const (w : X → X → ℝ) (b : X) :
    pairSum w (fun _ : Fin N => b) = (N : ℝ) * ((N : ℝ) - 1) / 2 * w b b := by
  induction N with
  | zero => simp [pairSum]
  | succ n ih =>
    rw [pairSum_succ, ih]
    simp only [sum_const, card_univ, Fintype.card_fin, nsmul_eq_mul]
    push_cast
    ring

/-- A common factor `exp(g)` in all orbitals comes out of the Slater determinant as
`exp(∑ g(x_i))`. -/
theorem slater_dress (g : X → ℝ) (φ : Fin N → X → ℂ) (x : Fin N → X) :
    slater (dress g φ) x = (Real.exp (∑ i, g (x i)) : ℂ) * slater φ x := by
  -- the factor depends only on the electron, so it scales a column
  have h := Matrix.det_mul_row (fun j => (Real.exp (g (x j)) : ℂ))
    (Matrix.of fun i j => φ i (x j))
  rw [Real.exp_sum, Complex.ofReal_prod]
  exact h

/-- Replacing `u(x,y)` by `u(x,y) + f(x) + f(y)` in a Slater–Jastrow wavefunction of `N`
electrons is the same as keeping `u` and replacing each orbital `φ_i` by `exp((N-1)f) φ_i`. -/
theorem slaterJastrow_redundancy (u : X → X → ℝ) (f : X → ℝ) (φ : Fin N → X → ℂ)
    (x : Fin N → X) :
    slaterJastrow (fun a b => u a b + f a + f b) φ x
      = slaterJastrow u (dress (fun a => ((N : ℝ) - 1) * f a) φ) x := by
  unfold slaterJastrow
  rw [pairSum_shift, slater_dress, Real.exp_add, Finset.mul_sum, Complex.ofReal_mul]
  ring

/-- For at least two electrons, a common orbital factor `exp(g)` can be moved into the
correlator, as `g/(N-1)` for each electron of the pair. -/
theorem orbital_factor_into_jastrow (hN : 2 ≤ N) (u : X → X → ℝ) (g : X → ℝ)
    (φ : Fin N → X → ℂ) (x : Fin N → X) :
    slaterJastrow u (dress g φ) x
      = slaterJastrow (fun a b => u a b + g a / ((N : ℝ) - 1) + g b / ((N : ℝ) - 1)) φ x := by
  have h2 : (2 : ℝ) ≤ N := by exact_mod_cast hN
  have hne : (N : ℝ) - 1 ≠ 0 := (by linarith : (0 : ℝ) < (N : ℝ) - 1).ne'
  have e : ∀ a, ((N : ℝ) - 1) * (g a / ((N : ℝ) - 1)) = g a := fun a => by field_simp
  have h := slaterJastrow_redundancy u (fun a => g a / ((N : ℝ) - 1)) φ x
  simp only [e] at h
  exact h.symm

/-- A symmetric correlator can be replaced by one that vanishes whenever either electron is at
the reference point `r`, with the wavefunction unchanged once the orbitals are adjusted. -/
theorem slaterJastrow_pinned (u : X → X → ℝ) (hu : ∀ a b, u a b = u b a) (r : X)
    (φ : Fin N → X → ℂ) :
    (∀ a, pinned u r a r = 0 ∧ pinned u r r a = 0) ∧
    ∀ x, slaterJastrow u φ x = slaterJastrow (pinned u r)
      (dress (fun a => ((N : ℝ) - 1) * (u a r - u r r / 2)) φ) x := by
  refine ⟨fun a => ⟨by unfold pinned; ring, ?_⟩, fun x => ?_⟩
  · unfold pinned
    rw [hu r a]
    ring
  · -- the subtracted part is a sum of one-body terms
    have e : (fun a b => pinned u r a b + (u a r - u r r / 2) + (u b r - u r r / 2)) = u := by
      funext a b
      unfold pinned
      ring
    calc slaterJastrow u φ x
        = slaterJastrow
            (fun a b => pinned u r a b + (u a r - u r r / 2) + (u b r - u r r / 2)) φ x := by
          rw [e]
      _ = _ := slaterJastrow_redundancy (pinned u r) (fun a => u a r - u r r / 2) φ x

/-- For at least two electrons, two Jastrow factors differ by a one-body product
`exp(∑ g(x_i))` on all configurations, coincident ones included, exactly when their correlators
differ by `(g(x) + g(y))/(N-1)`. -/
theorem jastrow_ratio_oneBody_iff (hN : 2 ≤ N) (u v : X → X → ℝ) (g : X → ℝ) :
    (∀ x : Fin N → X,
      Real.exp (pairSum v x) = Real.exp (∑ i, g (x i)) * Real.exp (pairSum u x)) ↔
    ∀ a b, v a b = u a b + (g a + g b) / ((N : ℝ) - 1) := by
  constructor
  · intro h a b
    have key : ∀ x : Fin N → X, pairSum v x = ∑ i, g (x i) + pairSum u x := fun x =>
      Real.exp_injective (by rw [h x, Real.exp_add])
    obtain ⟨m, rfl⟩ : ∃ m, N = m + 1 := ⟨N - 1, by omega⟩
    have hm : (m : ℝ) ≠ 0 := Nat.cast_ne_zero.mpr (by omega)
    have hm1 : (m : ℝ) + 1 ≠ 0 := by positivity
    -- all electrons at `b`, then the first one moved to `a`
    have h1 := key (fun _ => b)
    have h2 := key (Fin.cons a (fun _ => b))
    simp only [pairSum_const, sum_const, card_univ, Fintype.card_fin, nsmul_eq_mul] at h1
    simp only [pairSum_succ, Fin.sum_univ_succ, Fin.cons_zero, Fin.cons_succ, pairSum_const,
      sum_const, card_univ, Fintype.card_fin, nsmul_eq_mul] at h2
    push_cast at h1
    have h3 : (m : ℝ) * (v b b - u b b) = 2 * g b :=
      mul_left_cancel₀ hm1 (by linear_combination 2 * h1)
    have h4 : v a b - u a b = (g a + g b) / (m : ℝ) := by
      rw [eq_div_iff hm]
      linear_combination h2 - ((m : ℝ) - 1) / 2 * h3
    have hc : ((m + 1 : ℕ) : ℝ) - 1 = m := by push_cast; ring
    rw [hc]
    linarith
  · intro h x
    have h2 : (2 : ℝ) ≤ N := by exact_mod_cast hN
    have hne : (N : ℝ) - 1 ≠ 0 := (by linarith : (0 : ℝ) < (N : ℝ) - 1).ne'
    have hv : v = fun a b => u a b + g a / ((N : ℝ) - 1) + g b / ((N : ℝ) - 1) := by
      funext a b
      rw [h a b]
      ring
    have hsum : ((N : ℝ) - 1) * ∑ i, g (x i) / ((N : ℝ) - 1) = ∑ i, g (x i) := by
      rw [← Finset.sum_div]
      field_simp
    have hs := pairSum_shift u (fun a => g a / ((N : ℝ) - 1)) x
    rw [hv, ← Real.exp_add]
    refine congrArg Real.exp (hs.trans ?_)
    linear_combination hsum

end

end JastrowRedundancy
```

```lean
#print axioms JastrowRedundancy.slaterJastrow_redundancy
#print axioms JastrowRedundancy.orbital_factor_into_jastrow
#print axioms JastrowRedundancy.slaterJastrow_pinned
#print axioms JastrowRedundancy.jastrow_ratio_oneBody_iff
```

```
'JastrowRedundancy.slaterJastrow_redundancy' depends on axioms: [propext, Classical.choice, Quot.sound]
'JastrowRedundancy.orbital_factor_into_jastrow' depends on axioms: [propext, Classical.choice, Quot.sound]
'JastrowRedundancy.slaterJastrow_pinned' depends on axioms: [propext, Classical.choice, Quot.sound]
'JastrowRedundancy.jastrow_ratio_oneBody_iff' depends on axioms: [propext, Classical.choice, Quot.sound]
```

### The electrons, orbitals and correlators in the theorems

An electron coordinate is an element of an arbitrary type `X`. It can be a position or a lattice site together with a spin label, or, if all electrons have the same spin, the position or site alone. A configuration is a function `x : Fin N → X`, with electrons numbered from $0$ to $N-1$.

The correlator `u : X → X → ℝ` is real and finite everywhere, also at coincident points, so a hard-core correlator equal to $-\infty$ there is excluded. The orbitals `φ : Fin N → X → ℂ` are complex. `pairSum`, `slater` and `slaterJastrow` are the pair sum, the determinant and their combination $\Psi$. The determinant carries no $1/\sqrt{N!}$, which would be the same constant on both sides. `dress g φ` is the set of orbitals $e^{g}\varphi_i$.

The main theorem, `slaterJastrow_redundancy`, says that for every `N`, `u`, `f`, `φ` and configuration `x`, the function with correlator $u(x,y)+f(x)+f(y)$ equals the one with correlator $u$ and orbitals $e^{(N-1)f}\varphi_i$. The equality is pointwise and includes the overall constant. Symmetry of $u$ isn't assumed. Without it `pairSum` evaluates $u(x_i,x_j)$ in the order $i<j$, and the identity still holds, although $\Psi$ is then in general not antisymmetric.

`orbital_factor_into_jastrow` is the reverse move and assumes `2 ≤ N`. `slaterJastrow_pinned` treats $\bar u$, called `pinned u r`. It assumes a symmetric correlator and states both that $\bar u$ vanishes when either argument is $r$ and that the wavefunction is unchanged with the adjusted orbitals.

`jastrow_ratio_oneBody_iff` is the equivalence for `2 ≤ N`, and it compares Jastrow factors, without determinants. Its condition ranges over all configurations, coincident ones included. This matters because the theorem doesn't assume continuous correlators, and without continuity the configurations in which all coordinates are distinct carry no information about $v(b,b)-u(b,b)$. A Slater determinant vanishes when two full coordinates coincide, so equality of two complete wavefunctions is weaker information than this theorem assumes.

The orbitals are unrestricted functions. There is no basis set, no integration and no Hamiltonian, and nothing requires the orbitals to be normalised, orthogonal or square-integrable, before or after dressing.

For variational Monte Carlo with a single determinant and orbitals free enough to absorb $e^{(N-1)f}$, the result means that optimising $f$ together with the orbitals introduces redundant parameters. In a finite basis, $e^{(N-1)f}\varphi_i$ generally leaves the span of the basis functions, and your $f$ can then still improve the trial function.

### How the Lean proofs count pairs and move one electron

`pairSum_succ` separates the pairs of electron $0$ from the rest. In Lean the other electrons are `x j.succ`, which is $x_{j+1}$ above. `pairSum_shift` is the induction on $N$: it splits both sides with `pairSum_succ`, inserts the induction hypothesis, evaluates the sum of the constant $f(x_0)$ as $n f(x_0)$, and leaves the collection of terms to `ring`.

`slater_dress` takes the common factor out of the determinant. Mathlib's `Matrix.det_mul_row` supplies the rule for a factor that depends on the column index, and `Real.exp_sum` identifies the product of exponentials with the exponential of the sum.

The main theorem rewrites with these two lemmas. `Real.exp_add` separates the one-body part of the exponent from the pair sum, and `Finset.mul_sum` takes $N-1$ inside the sum so that both sides contain $\sum_i (N-1)f(x_i)$. The last `ring` reorders the factors.

The reverse move applies the main theorem to $g/(N-1)$, simplifies $(N-1)\,g/(N-1)$ to $g$ and reads the equation from right to left. For the pinned correlator, the step named `e` verifies that $\bar u$ plus the two one-body terms gives back $u$, after which the main theorem applies. The symmetry hypothesis `hu` is used only for the zero at $\bar u(r,y)$.

In the equivalence, the forward direction begins with `Real.exp_injective`, which does the work of taking logarithms. Then `N` is written as `m + 1`. The hypothesis `h1` is the equation with all electrons at $b$, and `h2` is the one with electron $0$ moved to $a$, a configuration built by `Fin.cons`. The lemma `pairSum_const` evaluates the pair sum of electrons that share one point as $N(N-1)/2$ times $w(b,b)$. Cancelling $m+1$ gives `h3`, the relation $m\,w(b,b)=2g(b)$, and `h4` is the formula for $w(a,b)$, obtained by subtracting $(m-1)/2$ times `h3` from `h2`. The backward direction uses `pairSum_shift` with $f=g/(N-1)$.
